# The wavefunction error bounds the errors in the square roots of natural occupations for real symmetric pair amplitudes

A calculation on a two-electron singlet may select its active orbitals by reading natural occupations off an approximate wavefunction. These occupations can differ from those of the wavefunction being approximated, and the error in the wavefunction limits by how much. Occupations are counted per spin here, so they lie between 0 and 1 for a normalised wavefunction. For real amplitudes in a finite orthonormal basis, a wavefunction error of norm $\varepsilon$ moves the square root of each ordered occupation by at most $\varepsilon$, and for normalised wavefunctions the absolute changes of the ordered occupations add up to at most $2\varepsilon$.

## Amplitudes and their occupations

In real orthonormal orbitals $\varphi_i$, the spatial wavefunction is $\Psi(r_1,r_2)=\sum_{ij}C_{ij}\varphi_i(r_1)\varphi_j(r_2)$ with $C$ symmetric. A second amplitude $D$ describes the approximation. Both are $n\times n$ real matrices, with indices running from $0$ to $n-1$.

```lean
import Mathlib

open Matrix Finset

namespace OccupationsFromWavefunctionError

variable {n : ℕ} {C D : Matrix (Fin n) (Fin n) ℝ} {p q : Fin n → ℝ}
```

The squared distance between the two wavefunctions is $\|C-D\|_F^2$, where $\|M\|_F^2=\mathrm{tr}(M^TM)=\sum_{ij}M_{ij}^2$. In Lean this is `frobSq`.

```lean
/-- The squared Frobenius norm of a real matrix, `tr(MᵀM)`. -/
def frobSq (M : Matrix (Fin n) (Fin n) ℝ) : ℝ := trace (Mᵀ * M)
```

The one-particle density matrix per spin is $CC^T=C^2$. Its eigenvectors are the natural orbitals, and its eigenvalues $p_k$ are the occupations per spin; the spin-summed ones are $2p_k$. The predicate `IsOccupationSpectrum C p` says that $p$ is decreasing in the weak sense (`Antitone`) and that some $U$ satisfies $U^TU=1$ and $C^2U=U\,\mathrm{diag}(p)$. Degenerate occupations are therefore listed with their multiplicity. The spectral theorem supplies such a list for every real symmetric $C$, but the results below take it as a hypothesis.

```lean
/-- For a real symmetric pair amplitude `C`, `p` is its occupation spectrum: the decreasing list of
eigenvalues of `C²` belonging to an orthonormal basis of natural orbitals, the columns of `U`. -/
def IsOccupationSpectrum (C : Matrix (Fin n) (Fin n) ℝ) (p : Fin n → ℝ) : Prop :=
  Antitone p ∧ ∃ U : Matrix (Fin n) (Fin n) ℝ, Uᵀ * U = 1 ∧ C * C * U = U * diagonal p
```

Since $C$ is symmetric,
$$(CU)^T(CU)=U^TC^2U=\mathrm{diag}(p).$$
The diagonal entries give $p_k=\sum_i (CU)_{ik}^2\ge 0$. Because $UU^T=1$ as well, the trace gives $\sum_k p_k=\mathrm{tr}(CUU^TC^T)=\|C\|_F^2$. The code establishes the matrix identity as `hd` and reads off both conclusions from it.

```lean
/-- The occupations of a real symmetric amplitude are nonnegative and add up to its squared
Frobenius norm. -/
theorem sum_occupations (hC : C.IsSymm) (hp : IsOccupationSpectrum C p) :
    (∀ k, 0 ≤ p k) ∧ ∑ k, p k = frobSq C := by
  obtain ⟨_, U, hU, h⟩ := hp
  have hd : (C * U)ᵀ * (C * U) = diagonal p := by
    calc (C * U)ᵀ * (C * U) = Uᵀ * (C * C * U) := by
          simp only [transpose_mul, hC.eq, Matrix.mul_assoc]
      _ = diagonal p := by rw [h, ← Matrix.mul_assoc, hU, Matrix.one_mul]
  constructor
  · intro k
    have hk := congrFun (congrFun hd k) k
    rw [Matrix.mul_apply, diagonal_apply_eq] at hk
    simp only [transpose_apply] at hk
    rw [← hk]
    exact sum_nonneg fun i _ => mul_self_nonneg _
  · have e : C * U * (Uᵀ * Cᵀ) = C * (U * Uᵀ) * Cᵀ := by simp only [Matrix.mul_assoc]
    have ht : ∑ k, p k = trace (diagonal p) := by rw [trace_diagonal]
    rw [ht, ← hd, trace_mul_comm, transpose_mul, e, mul_eq_one_comm.mp hU, Matrix.mul_one,
      frobSq, trace_mul_comm]
```

## Scaling out the occupations

Suppose a matrix $A$ satisfies $AA^T=\mathrm{diag}(p)$. Its rows are orthogonal with squared lengths $p_i$. Put $s_i=1/\sqrt{p_i}$ when $p_i>0$ and $s_i=0$ otherwise, which is also Lean's value for the inverse of zero, and let $\alpha_{ij}=s_iA_{ij}$. Then $A_{ij}=\sqrt{p_i}\,\alpha_{ij}$, also for $p_i=0$, where the row vanishes.

The rows of $\alpha$ are orthogonal with squared lengths $e_i=s_i^2p_i\le 1$. For the columns, let $G=\alpha^T\alpha$. Then
$$G_{jj}^2\le\sum_m G_{jm}^2=\sum_i e_i\alpha_{ij}^2\le G_{jj},$$
so $G_{jj}=\sum_i\alpha_{ij}^2\le 1$. This is Bessel's inequality; the last `linarith` obtains it from $(G_{jj}-1)^2\ge 0$.

```lean
/-- If the rows of `A` are orthogonal with squared lengths `p`, then `A` is the row scaling by
`√p` of a matrix whose squared entries sum to at most one in every row and column. -/
theorem exists_normalized {A : Matrix (Fin n) (Fin n) ℝ} (h : A * Aᵀ = diagonal p) :
    ∃ α : Matrix (Fin n) (Fin n) ℝ, (∀ i j, A i j = √(p i) * α i j) ∧
      (∀ i, ∑ j, α i j ^ 2 ≤ 1) ∧ ∀ j, ∑ i, α i j ^ 2 ≤ 1 := by
  have row : ∀ {M : Matrix (Fin n) (Fin n) ℝ} {r : Fin n → ℝ}, M * Mᵀ = diagonal r →
      ∀ i, ∑ j, M i j ^ 2 = r i := fun {M r} hM i => by
    have hi := congrFun (congrFun hM i) i
    rw [Matrix.mul_apply, diagonal_apply_eq] at hi
    rw [← hi]
    exact sum_congr rfl fun j _ => by rw [transpose_apply, sq]
  have hp : ∀ i, 0 ≤ p i := fun i => by
    rw [← row h i]
    exact sum_nonneg fun j _ => sq_nonneg _
  obtain ⟨s, hs⟩ : ∃ s : Fin n → ℝ, ∀ i, s i = (√(p i))⁻¹ := ⟨_, fun _ => rfl⟩
  obtain ⟨α, hα⟩ : ∃ α, α = diagonal s * A := ⟨_, rfl⟩
  have hαα : α * αᵀ = diagonal fun i => s i * p i * s i := by
    calc α * αᵀ = diagonal s * (A * Aᵀ) * diagonal s := by
          rw [hα]
          simp only [transpose_mul, diagonal_transpose, Matrix.mul_assoc]
      _ = _ := by rw [h, diagonal_mul_diagonal, diagonal_mul_diagonal]
  have hε : ∀ i, s i * p i * s i ≤ 1 := fun i => by
    rw [hs]
    by_cases h0 : √(p i) = 0
    · rw [h0, _root_.inv_zero, mul_zero]
      exact zero_le_one
    · have e : (√(p i))⁻¹ * (√(p i) * √(p i)) * (√(p i))⁻¹ = 1 := by field_simp
      rw [Real.mul_self_sqrt (hp i)] at e
      exact e.le
  refine ⟨α, fun i j => ?_, fun i => (row hαα i).trans_le (hε i), fun j => ?_⟩
  · by_cases h0 : √(p i) = 0
    · have hA : A i j ^ 2 ≤ ∑ m, A i m ^ 2 :=
        single_le_sum (f := fun m => A i m ^ 2) (fun m _ => sq_nonneg _) (mem_univ j)
      rw [row h i, (Real.sqrt_eq_zero (hp i)).mp h0] at hA
      rw [h0, zero_mul]
      exact (pow_eq_zero_iff two_ne_zero).mp (le_antisymm hA (sq_nonneg _))
    · rw [hα, diagonal_mul, hs, mul_inv_cancel_left₀ h0]
  · -- Bessel's inequality for the columns, from the Gram matrix `G`
    obtain ⟨G, hG⟩ : ∃ G, G = αᵀ * α := ⟨_, rfl⟩
    have hGG : G * Gᵀ = αᵀ * (diagonal (fun i => s i * p i * s i) * α) := by
      rw [← hαα, hG]
      simp only [transpose_mul, transpose_transpose, Matrix.mul_assoc]
    have e := congrFun (congrFun hGG j) j
    rw [Matrix.mul_apply, Matrix.mul_apply] at e
    simp only [transpose_apply, diagonal_mul] at e
    have hjj : G j j = ∑ i, α i j ^ 2 := by
      rw [hG, Matrix.mul_apply]
      exact sum_congr rfl fun i _ => by rw [transpose_apply, sq]
    have h1 : G j j * G j j ≤ ∑ m, G j m * G j m :=
      single_le_sum (f := fun m => G j m * G j m) (fun m _ => mul_self_nonneg _) (mem_univ j)
    have h2 : ∑ i, α i j * (s i * p i * s i * α i j) ≤ G j j := by
      rw [hjj]
      refine sum_le_sum fun i _ => ?_
      linarith [mul_le_mul_of_nonneg_right (hε i) (sq_nonneg (α i j))]
    rw [← hjj]
    linarith [sq_nonneg (G j j - 1)]
```

## Ordered pairing gives the largest weighted sum

Let $a$ and $b$ be decreasing and nonnegative. For $n\ge 1$ define
$$v_i=a_{n-1}b_{n-1}+\sum_{k=i}^{n-2}a_k(b_k-b_{k+1}).$$
Then $0\le v_i\le a_ib_i$. For $j>i$, the decrease of $a$ gives $v_i-v_j\le a_i(b_i-b_j)$; for $j<i$ it gives $v_j-v_i\ge a_i(b_j-b_i)$. In every case
$$a_ib_j\le a_ib_i-v_i+v_j.$$
The proof builds $v$ by induction: `Fin.cons` puts a new first entry, $v_0=v_1+a_0(b_0-b_1)$, in front of the potential for the remaining entries. The case $n=0$ is empty.

```lean
/-- For decreasing nonnegative lists `a` and `b` there is a potential `v` that bounds every product
`a i * b j` by a term in `i` plus a term in `j`, both nonnegative, with equality for `i = j`. -/
theorem exists_potential {a b : Fin n → ℝ} (ha : Antitone a) (hb : Antitone b)
    (ha0 : ∀ i, 0 ≤ a i) (hb0 : ∀ i, 0 ≤ b i) :
    ∃ v : Fin n → ℝ, ∀ i, 0 ≤ v i ∧ v i ≤ a i * b i ∧
      ∀ j, a i * b j ≤ a i * b i - v i + v j := by
  induction n with
  | zero => exact ⟨fun _ => 0, fun i => i.elim0⟩
  | succ n ih =>
    obtain ⟨v, hv⟩ := ih (a := fun i => a i.succ) (b := fun i => b i.succ)
      (fun i j h => ha (Fin.succ_le_succ_iff.mpr h))
      (fun i j h => hb (Fin.succ_le_succ_iff.mpr h)) (fun i => ha0 _) (fun i => hb0 _)
    cases n with
    | zero =>
      refine ⟨fun i => a i * b i, fun i => ⟨mul_nonneg (ha0 i) (hb0 i), le_rfl, fun j => ?_⟩⟩
      have hji : j = i := Fin.ext (by omega)
      subst hji
      linarith
    | succ m =>
      have ha1 : ∀ j : Fin (m + 1), a j.succ ≤ a 0 := fun j => ha (Fin.zero_le _)
      have hb1 : b (Fin.succ 0) ≤ b 0 := hb (Fin.zero_le _)
      have hb2 : ∀ j : Fin (m + 1), b j.succ ≤ b (Fin.succ 0) := fun j =>
        hb (Fin.succ_le_succ_iff.mpr (Fin.zero_le j))
      obtain ⟨h0, h1, h2⟩ := hv 0
      refine ⟨(Fin.cons (v 0 + a 0 * (b 0 - b (Fin.succ 0))) v : Fin (m + 2) → ℝ),
        fun i => ?_⟩
      refine Fin.cases ?_ (fun k => ?_) i
      · refine ⟨?_, ?_, fun j => ?_⟩
        · simp only [Fin.cons_zero]
          exact add_nonneg h0 (mul_nonneg (ha0 0) (sub_nonneg.2 hb1))
        · simp only [Fin.cons_zero]
          linarith [mul_le_mul_of_nonneg_right (ha1 0) (hb0 (Fin.succ 0))]
        · refine Fin.cases ?_ (fun l => ?_) j
          · simp only [Fin.cons_zero]
            linarith
          · simp only [Fin.cons_zero, Fin.cons_succ]
            linarith [h2 l, mul_nonneg (sub_nonneg.2 (ha1 0)) (sub_nonneg.2 (hb2 l))]
      · refine ⟨?_, ?_, fun j => ?_⟩
        · simp only [Fin.cons_succ]
          exact (hv k).1
        · simp only [Fin.cons_succ]
          exact (hv k).2.1
        · refine Fin.cases ?_ (fun l => ?_) j
          · simp only [Fin.cons_zero, Fin.cons_succ]
            linarith [(hv k).2.2 0, mul_nonneg (sub_nonneg.2 (ha1 k)) (sub_nonneg.2 hb1)]
          · simp only [Fin.cons_succ]
            exact (hv k).2.2 l
```

Now take weights $S_{ij}\ge 0$ with row and column sums at most one. Multiplying the last inequality by $S_{ij}$ and summing gives
$$\sum_{ij}a_ib_jS_{ij}\le\sum_i(a_ib_i-v_i)\sum_jS_{ij}+\sum_jv_j\sum_iS_{ij}\le\sum_ka_kb_k.$$
The final step uses $a_ib_i-v_i\ge 0$ and $v_j\ge 0$. The `calc` block follows this line.

```lean
/-- Two decreasing nonnegative lists, coupled by nonnegative weights with row and column sums at
most one, give at most the sum of products taken in order. -/
theorem weighted_rearrangement {a b : Fin n → ℝ} (ha : Antitone a) (hb : Antitone b)
    (ha0 : ∀ i, 0 ≤ a i) (hb0 : ∀ i, 0 ≤ b i) {S : Fin n → Fin n → ℝ} (hS : ∀ i j, 0 ≤ S i j)
    (hr : ∀ i, ∑ j, S i j ≤ 1) (hc : ∀ j, ∑ i, S i j ≤ 1) :
    ∑ i, ∑ j, a i * b j * S i j ≤ ∑ k, a k * b k := by
  obtain ⟨v, hv⟩ := exists_potential ha hb ha0 hb0
  calc ∑ i, ∑ j, a i * b j * S i j
      ≤ ∑ i, ∑ j, ((a i * b i - v i) * S i j + v j * S i j) :=
        sum_le_sum fun i _ => sum_le_sum fun j _ => by
          linarith [mul_le_mul_of_nonneg_right ((hv i).2.2 j) (hS i j)]
    _ = ∑ i, (a i * b i - v i) * ∑ j, S i j + ∑ j, v j * ∑ i, S i j := by
        simp only [sum_add_distrib, Finset.mul_sum]
        congr 1
        exact Finset.sum_comm
    _ ≤ ∑ i, (a i * b i - v i) * 1 + ∑ j, v j * 1 := add_le_add
        (sum_le_sum fun i _ => mul_le_mul_of_nonneg_left (hr i) (sub_nonneg.2 (hv i).2.1))
        (sum_le_sum fun j _ => mul_le_mul_of_nonneg_left (hc j) (hv j).1)
    _ = ∑ k, a k * b k := by simp only [mul_one, sum_sub_distrib, sub_add_cancel]
```

## The overlap of two amplitudes

Let $V$ hold the natural orbitals of $D$, with occupations $q$. Set $A=U^TCV$ and $B=U^TDV$. Then $AA^T=\mathrm{diag}(p)$, $B^TB=\mathrm{diag}(q)$ and $\mathrm{tr}(CD)=\sum_{ij}A_{ij}B_{ij}$. Scaling the rows of $A$ and of $B^T$ gives $A_{ij}=\sqrt{p_i}\,\alpha_{ij}$ and $B_{ij}=\sqrt{q_j}\,\beta_{ji}$, so
$$\mathrm{tr}(CD)\le\sum_{ij}\sqrt{p_iq_j}\;\frac{\alpha_{ij}^2+\beta_{ji}^2}{2}\le\sum_k\sqrt{p_kq_k}.$$
The first inequality is $(\alpha_{ij}-\beta_{ji})^2\ge 0$, which appears as `h3`. The second applies the weighted bound once to each set of squares, in `h1` and `h2`.

```lean
/-- The overlap `tr(CD)` of two real symmetric amplitudes is at most the sum of products of the
square roots of their ordered occupations. -/
theorem overlap_le (hC : C.IsSymm) (hD : D.IsSymm) (hp : IsOccupationSpectrum C p)
    (hq : IsOccupationSpectrum D q) : trace (C * D) ≤ ∑ k, √(p k) * √(q k) := by
  obtain ⟨hpa, U, hU, hUp⟩ := hp
  obtain ⟨hqa, V, hV, hVq⟩ := hq
  have hU' : U * Uᵀ = 1 := mul_eq_one_comm.mp hU
  have hV' : V * Vᵀ = 1 := mul_eq_one_comm.mp hV
  -- both amplitudes between the natural orbitals of `C` and those of `D`
  have hA : (Uᵀ * C * V) * (Uᵀ * C * V)ᵀ = diagonal p := by
    calc _ = Uᵀ * (C * (V * Vᵀ) * C * U) := by
          simp only [transpose_mul, transpose_transpose, hC.eq, Matrix.mul_assoc]
      _ = _ := by rw [hV', Matrix.mul_one, hUp, ← Matrix.mul_assoc, hU, Matrix.one_mul]
  have hB : (Uᵀ * D * V)ᵀ * (Uᵀ * D * V)ᵀᵀ = diagonal q := by
    calc _ = Vᵀ * (D * (U * Uᵀ) * D * V) := by
          simp only [transpose_mul, transpose_transpose, hD.eq, Matrix.mul_assoc]
      _ = _ := by rw [hU', Matrix.mul_one, hVq, ← Matrix.mul_assoc, hV, Matrix.one_mul]
  have htr : trace (C * D) = trace ((Uᵀ * C * V) * (Uᵀ * D * V)ᵀ) := by
    have e : (Uᵀ * C * V) * (Uᵀ * D * V)ᵀ = Uᵀ * (C * (V * Vᵀ) * D * U) := by
      simp only [transpose_mul, transpose_transpose, hD.eq, Matrix.mul_assoc]
    rw [e, hV', Matrix.mul_one, trace_mul_comm Uᵀ, Matrix.mul_assoc (C * D), hU',
      Matrix.mul_one]
  obtain ⟨α, hα, hαr, hαc⟩ := exists_normalized hA
  obtain ⟨β, hβ, hβr, hβc⟩ := exists_normalized hB
  have ha : Antitone fun k => √(p k) := fun i j h => Real.sqrt_le_sqrt (hpa h)
  have hb : Antitone fun k => √(q k) := fun i j h => Real.sqrt_le_sqrt (hqa h)
  have h1 := weighted_rearrangement ha hb (fun _ => Real.sqrt_nonneg _)
    (fun _ => Real.sqrt_nonneg _) (S := fun i j => α i j ^ 2) (fun _ _ => sq_nonneg _) hαr hαc
  have h2 := weighted_rearrangement ha hb (fun _ => Real.sqrt_nonneg _)
    (fun _ => Real.sqrt_nonneg _) (S := fun i j => β j i ^ 2) (fun _ _ => sq_nonneg _) hβc hβr
  have h3 : trace (C * D) ≤ ∑ i, ∑ j,
      (√(p i) * √(q j) * α i j ^ 2 / 2 + √(p i) * √(q j) * β j i ^ 2 / 2) := by
    rw [htr, trace]
    refine sum_le_sum fun i _ => ?_
    rw [diag_apply, Matrix.mul_apply]
    refine sum_le_sum fun j _ => ?_
    rw [hα i j, hβ j i]
    linarith [mul_nonneg (mul_nonneg (Real.sqrt_nonneg (p i)) (Real.sqrt_nonneg (q j)))
      (sq_nonneg (α i j - β j i))]
  simp only [sum_add_distrib, ← Finset.sum_div] at h3
  linarith
```

## From overlap to occupation error

Expanding both sides,
$$\|C-D\|_F^2=\sum_kp_k+\sum_kq_k-2\,\mathrm{tr}(CD),$$
$$\sum_k(\sqrt{p_k}-\sqrt{q_k})^2=\sum_kp_k+\sum_kq_k-2\sum_k\sqrt{p_kq_k}.$$
The overlap bound compares them. The theorem reads: if $C$ and $D$ are real symmetric with occupation spectra $p$ and $q$, the second quantity is at most the first. It needs no normalisation. Replacing $D$ by $-D$ leaves $q$ unchanged, so the overall sign may be chosen to make the error smallest.

```lean
/-- For real symmetric amplitudes, the summed squared differences of the square roots of the
ordered occupations are at most the squared Frobenius norm of the wavefunction error. -/
theorem sqrt_occupation_error_le (hC : C.IsSymm) (hD : D.IsSymm)
    (hp : IsOccupationSpectrum C p) (hq : IsOccupationSpectrum D q) :
    ∑ k, (√(p k) - √(q k)) ^ 2 ≤ frobSq (C - D) := by
  obtain ⟨hp0, hpC⟩ := sum_occupations hC hp
  obtain ⟨hq0, hqD⟩ := sum_occupations hD hq
  have h1 : frobSq (C - D) = frobSq C + frobSq D - 2 * trace (C * D) := by
    simp only [frobSq, transpose_sub, hC.eq, hD.eq, Matrix.sub_mul, Matrix.mul_sub, trace_sub]
    rw [trace_mul_comm D C]
    ring
  have h2 : ∑ k, (√(p k) - √(q k)) ^ 2 =
      ∑ k, p k + ∑ k, q k - 2 * ∑ k, √(p k) * √(q k) := by
    rw [Finset.mul_sum, ← sum_add_distrib, ← sum_sub_distrib]
    refine sum_congr rfl fun k _ => ?_
    linear_combination Real.sq_sqrt (hp0 k) + Real.sq_sqrt (hq0 k)
  rw [h1, h2, hpC, hqD]
  linarith [overlap_le hC hD hp hq]
```

For the occupations themselves, write $|p_k-q_k|=|\sqrt{p_k}-\sqrt{q_k}|(\sqrt{p_k}+\sqrt{q_k})$. Cauchy–Schwarz, `sum_mul_sq_le_sq_mul_sq` in the code, and the square-root bound together give
$$\Big(\sum_k|p_k-q_k|\Big)^2\le\|C-D\|_F^2\,\sum_k(\sqrt{p_k}+\sqrt{q_k})^2.$$
The last sum is at most $\sum_k(2p_k+2q_k)=4$ when both amplitudes have norm one. The hypotheses `hC1` and `hD1` state this normalisation, which means one electron of each spin.

```lean
/-- For real symmetric amplitudes of Frobenius norm one, the square of the total absolute
occupation error is at most four times the squared Frobenius norm of the wavefunction error. -/
theorem occupation_error_le (hC : C.IsSymm) (hD : D.IsSymm) (hp : IsOccupationSpectrum C p)
    (hq : IsOccupationSpectrum D q) (hC1 : frobSq C = 1) (hD1 : frobSq D = 1) :
    (∑ k, |p k - q k|) ^ 2 ≤ 4 * frobSq (C - D) := by
  obtain ⟨hp0, hpC⟩ := sum_occupations hC hp
  obtain ⟨hq0, hqD⟩ := sum_occupations hD hq
  have e : ∀ k, |√(p k) - √(q k)| * (√(p k) + √(q k)) = |p k - q k| := fun k => by
    have h := abs_mul (√(p k) - √(q k)) (√(p k) + √(q k))
    rw [abs_of_nonneg (add_nonneg (Real.sqrt_nonneg (p k)) (Real.sqrt_nonneg (q k)))] at h
    rw [← h]
    congr 1
    linear_combination Real.sq_sqrt (hp0 k) - Real.sq_sqrt (hq0 k)
  have h2 : ∑ k, (√(p k) + √(q k)) ^ 2 ≤ 4 := by
    calc ∑ k, (√(p k) + √(q k)) ^ 2 ≤ ∑ k, (2 * p k + 2 * q k) := sum_le_sum fun k _ => by
          linarith [Real.sq_sqrt (hp0 k), Real.sq_sqrt (hq0 k), sq_nonneg (√(p k) - √(q k))]
      _ = 4 := by
          rw [sum_add_distrib, ← Finset.mul_sum, ← Finset.mul_sum, hpC, hqD, hC1, hD1]
          norm_num
  -- Cauchy-Schwarz separates the error from the total occupation
  have h := sum_mul_sq_le_sq_mul_sq univ (fun k => |√(p k) - √(q k)|)
    (fun k => √(p k) + √(q k))
  simp only [e, sq_abs] at h
  have h4 : 0 ≤ ∑ k, (√(p k) - √(q k)) ^ 2 := sum_nonneg fun k _ => sq_nonneg _
  linarith [mul_le_mul_of_nonneg_left h2 h4, sqrt_occupation_error_le hC hD hp hq]
```

## Amplitudes that attain the bound

Let $C=\mathrm{diag}(c)$ and $D=\mathrm{diag}(d)$ with decreasing nonnegative entries. Their occupations are $c_k^2$ and $d_k^2$, with $U=1$, and both sides of the square-root bound equal $\sum_k(c_k-d_k)^2$. Whenever $c\ne d$ this is positive, so no constant below one can multiply $\|C-D\|_F^2$ in that bound. Physically, the two wavefunctions share their natural orbitals, in the same order, and no orbital's amplitude changes sign from one wavefunction to the other.

```lean
/-- Diagonal amplitudes with nonnegative decreasing entries `c` and `d` have occupations `c k ^ 2`
and `d k ^ 2`, and for them the bound by the wavefunction error is an equality. -/
theorem sqrt_occupation_error_sharp {c d : Fin n → ℝ} (hc : Antitone c) (hd : Antitone d)
    (hc0 : ∀ k, 0 ≤ c k) (hd0 : ∀ k, 0 ≤ d k) :
    IsOccupationSpectrum (diagonal c) (fun k => c k ^ 2) ∧
    IsOccupationSpectrum (diagonal d) (fun k => d k ^ 2) ∧
    ∑ k, (√(c k ^ 2) - √(d k ^ 2)) ^ 2 = frobSq (diagonal c - diagonal d) := by
  have key : ∀ f : Fin n → ℝ, Antitone f → (∀ k, 0 ≤ f k) →
      IsOccupationSpectrum (diagonal f) (fun k => f k ^ 2) := fun f hf hf0 => by
    refine ⟨fun i j hij => pow_le_pow_left₀ (hf0 j) (hf hij) 2, 1, ?_, ?_⟩
    · rw [transpose_one, Matrix.one_mul]
    · rw [diagonal_mul_diagonal, Matrix.mul_one, Matrix.one_mul]
      simp only [sq]
  refine ⟨key c hc hc0, key d hd hd0, ?_⟩
  rw [frobSq, diagonal_sub, diagonal_transpose, diagonal_mul_diagonal, trace_diagonal]
  exact sum_congr rfl fun k _ => by rw [Real.sqrt_sq (hc0 k), Real.sqrt_sq (hd0 k), sq]

end OccupationsFromWavefunctionError
```

```lean
#print axioms OccupationsFromWavefunctionError.sqrt_occupation_error_le
#print axioms OccupationsFromWavefunctionError.occupation_error_le
#print axioms OccupationsFromWavefunctionError.sqrt_occupation_error_sharp
```

```
'OccupationsFromWavefunctionError.sqrt_occupation_error_le' depends on axioms: [propext, Classical.choice, Quot.sound]
'OccupationsFromWavefunctionError.occupation_error_le' depends on axioms: [propext, Classical.choice, Quot.sound]
'OccupationsFromWavefunctionError.sqrt_occupation_error_sharp' depends on axioms: [propext, Classical.choice, Quot.sound]
```
